# Multiplying t I + p·σ by a real number scales both t and p

A four-vector with real time part t and real space part p can be written as the 2×2 complex matrix t I + p·σ, where σ stands for the three Pauli matrices. The lemma `smul_slash` says that multiplying this matrix by a real number c, taken as a complex scalar, gives the matrix of the four-vector (ct, cp). Here c, t and p are arbitrary: c may be zero or negative, and no mass-shell or normalisation condition is imposed. The attempt unfolds `slash` and asks a single `simp` to distribute c over the sum and merge the scalars.

As first written in Lean, the proof fails:

```lean
import Mathlib

open Matrix
open scoped ComplexOrder

namespace StandardBoost

noncomputable section

/-- The three Pauli matrices. -/
def pauli : Fin 3 → Matrix (Fin 2) (Fin 2) ℂ :=
  ![!![0, 1; 1, 0], !![0, -Complex.I; Complex.I, 0], !![1, 0; 0, -1]]

/-- The four-vector `(t, p)` as the matrix `t I + p·σ`. -/
def slash (t : ℝ) (p : Fin 3 → ℝ) : Matrix (Fin 2) (Fin 2) ℂ :=
  (t : ℂ) • 1 + ∑ k, (p k : ℂ) • pauli k

/-- Scaling the matrix of a four-vector scales its time and space parts. -/
theorem smul_slash (c t : ℝ) (p : Fin 3 → ℝ) :
    (c : ℂ) • slash t p = slash (c * t) (c • p) := by
  simp [slash, smul_add, Finset.smul_sum, smul_smul]

end

end StandardBoost
```

Messages:

```
Main.lean:20:51: error: unsolved goals
c t : ℝ
p : Fin 3 → ℝ
⊢ (c * t) • 1 + ∑ x, (c * p x) • pauli x = (↑c * ↑t) • 1 + ∑ x, (↑c * ↑(p x)) • pauli x
```

After these edits no error is left:

```diff
@@ -19,5 +19,6 @@
 theorem smul_slash (c t : ℝ) (p : Fin 3 → ℝ) :
     (c : ℂ) • slash t p = slash (c * t) (c • p) := by
-  simp [slash, smul_add, Finset.smul_sum, smul_smul]
+  simp only [slash, smul_add, Finset.smul_sum, smul_smul, Pi.smul_apply, smul_eq_mul,
+    Complex.ofReal_mul]
 
 end
```

What went wrong. The message shows the two sides in almost the same form, but with different kinds of scalar. On the left, `(c * t) • 1` is a real number acting on a matrix; on the right, `(↑c * ↑t) • 1` is a product of complex numbers acting on it. The terms of the sum differ in the same way.

The full `simp` set rewrites the action of a real number cast to ℂ as the action of the real number itself. This happened on the left, where `c`, `t` and `p k` were cast separately. On the right, the cast of a product was first split into a product of casts, which that rewrite no longer matches, so the scalars stayed complex.

The repair uses `simp only` with a list that leaves out the rewrite to real scalars, so both sides stay complex. `Pi.smul_apply` and `smul_eq_mul` turn `(c • p) k` into `c * p k`, and `Complex.ofReal_mul` splits the casts. These three must now be named because `simp only` does not use the default set. The two sides then agree.
